# The relativistic LDA exchange potential in closed form, with its sign change between $k_F/c = 1.9$ and $2$

Take an unpolarised electron gas of density $n$ with small $b = k_F/c$, where $k_F$ is the Fermi momentum and $c$ the speed of light, in atomic units. Its LDA exchange energy per volume, from the Coulomb and the transverse (magnetic and retarded) interaction together, is proportional to $k_F\,n\,\Phi(b)$, with a relativistic factor $\Phi \approx 1 - \tfrac23 b^2$. Since $k_F \propto n^{1/3}$, this is an $n^{4/3}$ term minus an $n^2$ term. Differentiating in $n$ brings down $\tfrac43$ and $2$, so the potential carries the factor $1 - b^2$: its relativistic correction is half as large again as that of the energy.

For any $b > 0$ the factor is
$$\Phi(b) = 1 - \frac32\left(\frac{b\eta - \operatorname{arsinh} b}{b^2}\right)^2,\qquad \eta = \sqrt{1+b^2}.$$
I believe the potential then has the factor $-\tfrac12 + \tfrac32 \operatorname{arsinh} b/(b\eta)$, turns repulsive between $b = 1.9$ and $2$, and is already repulsive at a zero of $\Phi$ between $2.5$ and $2.6$. Can these three claims be proved in full and checked by machine, with the potential obtained as a true derivative of the energy density?

## The squares cancel, and the potential changes sign first

Yes. Write $s = \operatorname{arsinh} b$ and $A = (b\eta - s)/b^2$, so that $\Phi = 1 - \tfrac32A^2$. From $\eta' = b/\eta$ and $s' = 1/\eta$,
$$(b\eta - s)' = \eta + \frac{b^2}{\eta} - \frac1\eta = \frac{2b^2}{\eta},\qquad A' = \frac2\eta - \frac{2A}{b}.$$
Hence $\Phi' = -3AA' = -6A(1/\eta - A/b)$. In the combination needed below, the terms in $A^2$ cancel:
$$\Psi := \Phi + \frac{b\Phi'}{4} = 1 - \frac{3bA}{2\eta} = -\frac12 + \frac32\,\frac{s}{b\eta}.$$

The energy density is $e(n) = -\frac{3}{4\pi}k_F n\,\Phi(k_F/c)$ with $k_F = (3\pi^2n)^{1/3}$, so $dk_F/dn = k_F/(3n)$. The product and chain rules give
$$\frac{de}{dn} = -\frac{3}{4\pi}\left[\frac43k_F\Phi + \frac13k_F\,b\,\Phi'\right] = -\frac{k_F}{\pi}\Psi(b).$$

For the sign, differentiate again:
$$\Psi' = \frac32\,\frac{b - s\eta - sb^2/\eta}{(b\eta)^2}.$$
The function $s\eta - b$ vanishes at $b = 0$ and has slope $bs/\eta > 0$ for $b > 0$. So $s\eta > b$, the numerator is negative, and $\Psi$ decreases strictly.

Now $\Psi > 0$ means $s > b\eta/3$.

- At $b = 1.9$, $s > 11/8 = 1.375$, while $b\eta/3 < 1.9\cdot2.15/3 < 1.362$. So $\Psi > 0$.
- At $b = 2$, $s < 16/11 < 1.455$, while $b\eta/3 > 2\cdot2.23/3 > 1.486$. So $\Psi < 0$.

By continuity there is a zero $b_0$ between them, and monotonicity fixes the sign on either side.

For $A > 0$, the sign of $\Phi$ depends on whether $\tfrac32A^2$ exceeds $1$.

- At $b = 2.5$, the bounds $2.69 < \eta < 2.693$ and $18/11 < s < 2$ give $0 < A < 0.816$, so $\Phi > 0$.
- At $b = 2.6$, the bounds $\eta > 2.785$ and $s < 12/7$ give $A > 0.817$, so $\Phi < 0$.

A zero of $\Phi$ therefore lies between them. It exceeds $b_0$, so $\Psi$ is negative there.

## Factors, densities and derivatives in Lean

`eta`, `exchangeFactor` and `potentialFactor` are $\eta$, $\Phi$ and the closed form of $\Psi$, as real functions of $b$. `fermiMomentum n` is $k_F$ for an unpolarised gas, and `exchangeEnergyDensity c n` is $e(n)$. The speed of light is any positive real `c`.

`exchangeFactor_add_deriv` states the identity for $\Psi$ at every $b > 0$. `hasDerivAt_exchangeEnergyDensity` says that, for `0 < c` and `0 < n`, the energy density is differentiable in $n$ with derivative $-(k_F/\pi)\Psi(k_F/c)$. The potential is thus derived from the energy.

`potentialFactor_strictAntiOn` is the strict decrease on $b > 0$. `potentialFactor_sign_change` gives $b_0$ in the open interval $(1.9, 2)$, with $\Psi$ positive for $0 < b < b_0$ and negative for $b > b_0$. `exchangeFactor_zero` gives a zero of $\Phi$ in $(2.5, 2.6)$ with $\Psi < 0$ there; it does not say that this zero is the only one.

The formula for $\Phi$ is a definition here. It stands for the combined Coulomb and transverse exchange of a relativistic homogeneous electron gas, and its derivation from the electron–electron interaction is not part of the file. Spin polarisation, density gradients and correlation are absent too.

In a relativistic Kohn–Sham calculation with this local, exchange-only functional, multiplying the non-relativistic potential by $\Phi$ would be wrong: at the zero of $\Phi$ it would give no exchange potential where the functional gives a repulsive one.

```lean
import Mathlib

open Real Set

namespace RelativisticExchangePotential

noncomputable section

/-- The Fermi energy, rest energy included, in units of the rest energy: `η = √(1 + b²)`, with
`b = kF / c`. -/
def eta (b : ℝ) : ℝ := √(1 + b ^ 2)

/-- The relativistic LDA exchange energy factor `Φ(b)`, for `b > 0`. -/
def exchangeFactor (b : ℝ) : ℝ :=
  1 - 3 / 2 * ((b * eta b - Real.arsinh b) / b ^ 2) ^ 2

/-- The closed form `-1/2 + (3/2) arsinh b / (b η)`, for `b > 0`. -/
def potentialFactor (b : ℝ) : ℝ :=
  -1 / 2 + 3 / 2 * (Real.arsinh b / (b * eta b))

/-- The Fermi momentum of an unpolarised electron gas of density `n ≥ 0`, in atomic units. -/
def fermiMomentum (n : ℝ) : ℝ := (3 * π ^ 2 * n) ^ (1 / 3 : ℝ)

/-- The relativistic LDA exchange energy per volume at density `n > 0` and speed of light
`c > 0`, in atomic units. -/
def exchangeEnergyDensity (c n : ℝ) : ℝ :=
  -(3 / (4 * π)) * (fermiMomentum n * n * exchangeFactor (fermiMomentum n / c))

/-- The slope of `η` is `b / η`. -/
theorem hasDerivAt_eta (b : ℝ) : HasDerivAt eta (b / eta b) b := by
  have hne : 1 + b ^ 2 ≠ 0 := by positivity
  have h1 : HasDerivAt (fun x : ℝ => 1 + x ^ 2) (2 * b) b :=
    ((hasDerivAt_pow 2 b).const_add 1).congr_deriv (by norm_num)
  exact HasDerivAt.congr_deriv (f := eta) (h1.sqrt hne)
    (mul_div_mul_left b _ two_ne_zero)

/-- The slope of the exchange energy factor at `b > 0`. -/
theorem hasDerivAt_exchangeFactor {b : ℝ} (hb : 0 < b) :
    HasDerivAt exchangeFactor
      (-6 * ((b * eta b - Real.arsinh b) / b ^ 2) *
        (1 / eta b - (b * eta b - Real.arsinh b) / b ^ 2 / b)) b := by
  have hη : 0 < eta b := Real.sqrt_pos.2 (by positivity)
  have he : eta b ^ 2 = 1 + b ^ 2 := Real.sq_sqrt (by positivity)
  have hi : eta b * (eta b)⁻¹ = 1 := mul_inv_cancel₀ hη.ne'
  have hs : HasDerivAt Real.arsinh (eta b)⁻¹ b := Real.hasDerivAt_arsinh b
  have sq : ∀ y : ℝ, HasDerivAt (fun x : ℝ => x ^ 2) (2 * y) y := fun y =>
    (hasDerivAt_pow 2 y).congr_deriv (by norm_num)
  -- the numerator `b η - arsinh b` has slope `2 b² / η`
  have key : 1 * eta b + b * (b / eta b) - (eta b)⁻¹ = 2 * b ^ 2 / eta b := by
    linear_combination (eta b)⁻¹ * he - eta b * hi
  have hA : HasDerivAt (fun x : ℝ => (x * eta x - Real.arsinh x) / x ^ 2)
      (2 / eta b - 2 * ((b * eta b - Real.arsinh b) / b ^ 2) / b) b := by
    refine ((((hasDerivAt_id' b).fun_mul (hasDerivAt_eta b)).fun_sub hs).fun_div
      (sq b) (pow_ne_zero 2 hb.ne')).congr_deriv ?_
    rw [key]
    field_simp
  have h := (((sq ((b * eta b - Real.arsinh b) / b ^ 2)).comp b hA).const_mul
    (3 / 2 : ℝ)).const_sub 1
  refine HasDerivAt.congr_deriv (f := exchangeFactor) h ?_
  ring

/-- For `b > 0` the combination `Φ + b Φ' / 4` equals `-1/2 + (3/2) arsinh b / (b η)`. -/
theorem exchangeFactor_add_deriv {b : ℝ} (hb : 0 < b) :
    exchangeFactor b + b * deriv exchangeFactor b / 4 = potentialFactor b := by
  have hη : 0 < eta b := Real.sqrt_pos.2 (by positivity)
  rw [(hasDerivAt_exchangeFactor hb).deriv]
  unfold exchangeFactor potentialFactor
  field_simp
  ring

/-- The exchange potential, the derivative of the exchange energy density with respect to the
density `n > 0`, is `-kF / π` times the potential factor at `kF / c`, for `c > 0`. -/
theorem hasDerivAt_exchangeEnergyDensity {c n : ℝ} (hc : 0 < c) (hn : 0 < n) :
    HasDerivAt (exchangeEnergyDensity c)
      (-(fermiMomentum n / π) * potentialFactor (fermiMomentum n / c)) n := by
  have hp : π ≠ 0 := Real.pi_ne_zero
  have h0 : 0 < 3 * π ^ 2 * n := by positivity
  have hkpos : 0 < fermiMomentum n := Real.rpow_pos_of_pos h0 _
  -- the Fermi momentum grows as the cube root of the density
  have hk : HasDerivAt fermiMomentum (fermiMomentum n / (3 * n)) n := by
    have h : HasDerivAt (fun m : ℝ => (3 * π ^ 2 * m) ^ (1 / 3 : ℝ))
        (3 * π ^ 2 * 1 * (1 / 3) * (3 * π ^ 2 * n) ^ ((1 / 3 : ℝ) - 1)) n :=
      HasDerivAt.rpow_const ((hasDerivAt_id' n).const_mul (3 * π ^ 2)) (Or.inl h0.ne')
    rw [Real.rpow_sub_one h0.ne'] at h
    refine HasDerivAt.congr_deriv (f := fermiMomentum) h ?_
    change _ = (3 * π ^ 2 * n) ^ (1 / 3 : ℝ) / (3 * n)
    generalize (3 * π ^ 2 * n) ^ (1 / 3 : ℝ) = k
    field_simp
  have hb : 0 < fermiMomentum n / c := div_pos hkpos hc
  have hF : HasDerivAt (fun m => exchangeFactor (fermiMomentum m / c))
      (deriv exchangeFactor (fermiMomentum n / c) * (fermiMomentum n / (3 * n) / c)) n := by
    have hΦ : HasDerivAt exchangeFactor (deriv exchangeFactor (fermiMomentum n / c))
        (fermiMomentum n / c) :=
      (hasDerivAt_exchangeFactor hb).differentiableAt.hasDerivAt
    have hd : HasDerivAt (fun m => fermiMomentum m / c) (fermiMomentum n / (3 * n) / c) n :=
      hk.div_const c
    have h := hΦ.comp n hd
    exact h
  refine HasDerivAt.congr_deriv (f := exchangeEnergyDensity c)
    (((hk.fun_mul (hasDerivAt_id' n)).fun_mul hF).const_mul (-(3 / (4 * π)))) ?_
  rw [← exchangeFactor_add_deriv hb]
  generalize deriv exchangeFactor (fermiMomentum n / c) = D
  generalize exchangeFactor (fermiMomentum n / c) = F
  field_simp
  ring

/-- The slope of the potential factor at `b > 0`. -/
theorem hasDerivAt_potentialFactor {b : ℝ} (hb : 0 < b) :
    HasDerivAt potentialFactor
      (3 / 2 * ((b - Real.arsinh b * (eta b + b * (b / eta b))) / (b * eta b) ^ 2)) b := by
  have hη : 0 < eta b := Real.sqrt_pos.2 (by positivity)
  have hs : HasDerivAt Real.arsinh (eta b)⁻¹ b := Real.hasDerivAt_arsinh b
  have key : (eta b)⁻¹ * (b * eta b) = b := by field_simp
  refine HasDerivAt.congr_deriv (f := potentialFactor)
    (((hs.fun_div ((hasDerivAt_id' b).fun_mul (hasDerivAt_eta b))
      (mul_pos hb hη).ne').const_mul (3 / 2 : ℝ)).const_add (-1 / 2)) ?_
  rw [key, one_mul]

/-- The potential factor decreases strictly with `b > 0`. -/
theorem potentialFactor_strictAntiOn : StrictAntiOn potentialFactor (Ioi 0) := by
  have hη : ∀ x, 0 < eta x := fun x => Real.sqrt_pos.2 (by positivity)
  -- `η arsinh b - b` vanishes at `b = 0` and has slope `b arsinh b / η`
  have hg : ∀ x, HasDerivAt (fun x => Real.arsinh x * eta x - x)
      (Real.arsinh x * (x / eta x)) x := fun x => by
    have hs : HasDerivAt Real.arsinh (eta x)⁻¹ x := Real.hasDerivAt_arsinh x
    refine ((hs.fun_mul (hasDerivAt_eta x)).fun_sub (hasDerivAt_id' x)).congr_deriv ?_
    rw [inv_mul_cancel₀ (hη x).ne']
    ring
  have hmono : StrictMonoOn (fun x => Real.arsinh x * eta x - x) (Ici 0) := by
    refine strictMonoOn_of_deriv_pos (convex_Ici 0)
      (fun x _ => (hg x).continuousAt.continuousWithinAt) (fun x hx => ?_)
    rw [interior_Ici] at hx
    rw [(hg x).deriv]
    exact mul_pos (Real.arsinh_pos_iff.2 hx) (div_pos hx (hη x))
  refine strictAntiOn_of_deriv_neg (convex_Ioi 0)
    (fun x hx => (hasDerivAt_potentialFactor hx).continuousAt.continuousWithinAt)
    (fun x hx => ?_)
  rw [interior_Ioi] at hx
  have hx0 : 0 < x := hx
  have h1 := hmono (mem_Ici.2 le_rfl) (mem_Ici.2 hx0.le) hx0
  simp only [Real.arsinh_zero, zero_mul, sub_zero] at h1
  have h2 : 0 < Real.arsinh x * (x * (x / eta x)) :=
    mul_pos (Real.arsinh_pos_iff.2 hx0) (mul_pos hx0 (div_pos hx0 (hη x)))
  rw [(hasDerivAt_potentialFactor hx0).deriv]
  refine mul_neg_of_pos_of_neg (by norm_num) (div_neg_of_neg_of_pos ?_
    (pow_pos (mul_pos hx0 (hη x)) 2))
  rw [mul_add]
  linarith

/-- If `0 < y ≤ b + η` and `2.7182818286 ^ p < y ^ q`, with `p`, `q` natural numbers and `q > 0`,
then `p / q < arsinh b`. The decimal is an upper bound on `e`. -/
theorem lt_arsinh {b y : ℝ} {p q : ℕ} (hq : 0 < q) (hy : 0 < y) (hyb : y ≤ b + eta b)
    (h : (2.7182818286 : ℝ) ^ p < y ^ q) : (p : ℝ) / q < Real.arsinh b := by
  have h1 : Real.exp p < y ^ q := by
    have h0 : Real.exp p = Real.exp 1 ^ p := by rw [← Real.exp_nat_mul, mul_one]
    rw [h0]
    exact (pow_le_pow_left₀ (Real.exp_pos 1).le Real.exp_one_lt_d9.le p).trans_lt h
  have h2 : (p : ℝ) < q * Real.log y := by
    rw [← Real.log_pow]
    exact (Real.lt_log_iff_exp_lt (pow_pos hy q)).2 h1
  have h3 : Real.log y ≤ Real.arsinh b := Real.log_le_log hy hyb
  have h4 := mul_le_mul_of_nonneg_left h3 (Nat.cast_nonneg q : (0 : ℝ) ≤ q)
  rw [div_lt_iff₀ (by exact_mod_cast hq)]
  linarith

/-- If `0 < b + η ≤ y` and `y ^ q < 2.7182818283 ^ p`, with `p`, `q` natural numbers and `q > 0`,
then `arsinh b < p / q`. The decimal is a lower bound on `e`. -/
theorem arsinh_lt {b y : ℝ} {p q : ℕ} (hq : 0 < q) (hb : 0 < b + eta b) (hyb : b + eta b ≤ y)
    (h : y ^ q < (2.7182818283 : ℝ) ^ p) : Real.arsinh b < (p : ℝ) / q := by
  have h1 : y ^ q < Real.exp p := by
    have h0 : Real.exp p = Real.exp 1 ^ p := by rw [← Real.exp_nat_mul, mul_one]
    rw [h0]
    exact h.trans_le (pow_le_pow_left₀ (by norm_num) Real.exp_one_gt_d9.le p)
  have h2 : q * Real.log y < (p : ℝ) := by
    rw [← Real.log_pow]
    exact (Real.log_lt_iff_lt_exp (pow_pos (hb.trans_le hyb) q)).2 h1
  have h3 : Real.arsinh b ≤ Real.log y := Real.log_le_log hb hyb
  have h4 := mul_le_mul_of_nonneg_left h3 (Nat.cast_nonneg q : (0 : ℝ) ≤ q)
  rw [lt_div_iff₀ (by exact_mod_cast hq)]
  linarith

/-- The potential factor vanishes at some `b₀` between 1.9 and 2; it is positive for
`0 < b < b₀` and negative for `b > b₀`. -/
theorem potentialFactor_sign_change :
    ∃ b₀ ∈ Ioo (1.9 : ℝ) 2, potentialFactor b₀ = 0 ∧
      (∀ b, 0 < b → b < b₀ → 0 < potentialFactor b) ∧
      ∀ b, b₀ < b → potentialFactor b < 0 := by
  have hl : 0 < potentialFactor 1.9 := by
    have e1 : 2.14 < eta 1.9 := Real.lt_sqrt_of_sq_lt (by norm_num)
    have e2 : eta 1.9 < 2.15 := (Real.sqrt_lt' (by norm_num)).2 (by norm_num)
    have hs := lt_arsinh (b := 1.9) (y := 4.04) (p := 11) (q := 8) (by norm_num)
      (by norm_num) (by linarith) (by norm_num)
    push_cast at hs
    have h : 1 / 3 < Real.arsinh 1.9 / (1.9 * eta 1.9) := by
      rw [lt_div_iff₀ (by linarith)]
      linarith
    unfold potentialFactor
    linarith
  have hr : potentialFactor 2 < 0 := by
    have e1 : 2.23 < eta 2 := Real.lt_sqrt_of_sq_lt (by norm_num)
    have e2 : eta 2 < 2.24 := (Real.sqrt_lt' (by norm_num)).2 (by norm_num)
    have hs := arsinh_lt (b := 2) (y := 4.24) (p := 16) (q := 11) (by norm_num)
      (by linarith) (by linarith) (by norm_num)
    push_cast at hs
    have h : Real.arsinh 2 / (2 * eta 2) < 1 / 3 := by
      rw [div_lt_iff₀ (by linarith)]
      linarith
    unfold potentialFactor
    linarith
  have hcont : ContinuousOn potentialFactor (Icc 1.9 2) := fun x hx =>
    (hasDerivAt_potentialFactor (by linarith [hx.1])).continuousAt.continuousWithinAt
  obtain ⟨b₀, hb₀, hz⟩ := intermediate_value_Ioo' (by norm_num) hcont ⟨hr, hl⟩
  have hpos : 0 < b₀ := by linarith [hb₀.1]
  refine ⟨b₀, hb₀, hz, fun b hb h => ?_, fun b h => ?_⟩
  · rw [← hz]
    exact potentialFactor_strictAntiOn hb hpos h
  · rw [← hz]
    exact potentialFactor_strictAntiOn hpos (hpos.trans h) h

/-- The exchange energy factor has a zero between `b = 2.5` and `b = 2.6`, at which the
potential factor is negative. -/
theorem exchangeFactor_zero :
    ∃ b ∈ Ioo (2.5 : ℝ) 2.6, exchangeFactor b = 0 ∧ potentialFactor b < 0 := by
  have hl : 0 < exchangeFactor 2.5 := by
    have e1 : 2.69 < eta 2.5 := Real.lt_sqrt_of_sq_lt (by norm_num)
    have e2 : eta 2.5 < 2.693 := (Real.sqrt_lt' (by norm_num)).2 (by norm_num)
    have hs := lt_arsinh (b := 2.5) (y := 5.19) (p := 18) (q := 11) (by norm_num)
      (by norm_num) (by linarith) (by norm_num)
    have ht := arsinh_lt (b := 2.5) (y := 5.2) (p := 2) (q := 1) (by norm_num)
      (by linarith) (by linarith) (by norm_num)
    push_cast at hs ht
    have h1 : (2.5 * eta 2.5 - Real.arsinh 2.5) / 2.5 ^ 2 < 0.816 := by
      rw [div_lt_iff₀ (by norm_num)]
      linarith
    have h2 : 0 < (2.5 * eta 2.5 - Real.arsinh 2.5) / 2.5 ^ 2 :=
      div_pos (by linarith) (by norm_num)
    have h3 := pow_le_pow_left₀ h2.le h1.le 2
    unfold exchangeFactor
    linarith
  have hr : exchangeFactor 2.6 < 0 := by
    have e1 : 2.785 < eta 2.6 := Real.lt_sqrt_of_sq_lt (by norm_num)
    have e2 : eta 2.6 < 2.79 := (Real.sqrt_lt' (by norm_num)).2 (by norm_num)
    have hs := arsinh_lt (b := 2.6) (y := 5.39) (p := 12) (q := 7) (by norm_num)
      (by linarith) (by linarith) (by norm_num)
    push_cast at hs
    have h1 : 0.817 < (2.6 * eta 2.6 - Real.arsinh 2.6) / 2.6 ^ 2 := by
      rw [lt_div_iff₀ (by norm_num)]
      linarith
    have h3 := pow_le_pow_left₀ (by norm_num) h1.le 2
    unfold exchangeFactor
    linarith
  have hcont : ContinuousOn exchangeFactor (Icc 2.5 2.6) := fun x hx =>
    (hasDerivAt_exchangeFactor (by linarith [hx.1])).continuousAt.continuousWithinAt
  obtain ⟨b, hb, hz⟩ := intermediate_value_Ioo' (by norm_num) hcont ⟨hr, hl⟩
  -- the potential has changed sign before `b = 2`
  obtain ⟨b₀, hb₀, -, -, hneg⟩ := potentialFactor_sign_change
  exact ⟨b, hb, hz, hneg b (by linarith [hb.1, hb₀.2])⟩

end

end RelativisticExchangePotential
```

```lean
#print axioms RelativisticExchangePotential.hasDerivAt_exchangeEnergyDensity
#print axioms RelativisticExchangePotential.potentialFactor_sign_change
#print axioms RelativisticExchangePotential.exchangeFactor_zero
```

```
'RelativisticExchangePotential.hasDerivAt_exchangeEnergyDensity' depends on axioms: [propext, Classical.choice, Quot.sound]
'RelativisticExchangePotential.potentialFactor_sign_change' depends on axioms: [propext, Classical.choice, Quot.sound]
'RelativisticExchangePotential.exchangeFactor_zero' depends on axioms: [propext, Classical.choice, Quot.sound]
```

## From the slope of $\eta$ to the two zeros

`hasDerivAt_eta` and `hasDerivAt_exchangeFactor` carry out the first differentiation. The step `key` in the latter is the slope $2b^2/\eta$ of the numerator, obtained by `linear_combination` from $\eta^2 = 1 + b^2$. In `exchangeFactor_add_deriv`, `field_simp` clears denominators and `ring` performs the cancellation of squares.

In `hasDerivAt_exchangeEnergyDensity`, `hk` is $dk_F/dn = k_F/(3n)$ and `hF` is the chain rule for $\Phi(k_F/c)$. The `generalize` steps then replace $\Phi$ and $\Phi'$ by letters, leaving the algebra of the bracket above.

`hasDerivAt_potentialFactor` supplies $\Psi'$. Within `potentialFactor_strictAntiOn`, `hg` is the slope of $s\eta - b$ and `hmono` its strict increase, from which the numerator of $\Psi'$ is negative.

The numerical bounds rest on $\operatorname{arsinh} b = \ln(b + \eta)$. If $0 < y \le b + \eta$ and $e^p < y^q$, with natural numbers $p$ and $q > 0$, then $p/q < \ln y \le \operatorname{arsinh} b$; `lt_arsinh` proves this using a decimal upper bound on $e$, and `arsinh_lt` is the mirror image. Each use reduces to a comparison of rational numbers, settled by `norm_num`.

The last two theorems combine these bounds with `intermediate_value_Ioo'`, the intermediate value theorem for a function that goes from positive to negative. `exchangeFactor_zero` finally applies the sign statement for $b > b_0$, since $b_0 < 2 < 2.5$.
